# Linear self-consistency iterations with inexact preconditioner solves converge when $\|1-M^{-1}A\|+\tau\|M^{-1}\|\|A\|<1$

In a self-consistent field (SCF) calculation on a metal slab surrounded by vacuum, a preconditioner that follows the material in space can be applied by solving a linear system iteratively, up to a chosen tolerance. For the linearised problem with a fixed preconditioner, the results below give a sufficient condition on the tolerance for the outer iteration to converge, and a bound on its rate.

Near the solution, the condition for a density $x$ to be self-consistent is approximately a linear equation $Ax=b$, with solution $x_s$. Here $A$ is the Jacobian of the SCF residual (input minus output density), and it contains the dielectric response of the system. The preconditioner $M$ is a model of $A$ that is easier to invert. An outer step replaces $x$ by $x-z$, where $z$ solves $Mz=Ax-b$ up to a relative residual $\tau$.

```lean
import Mathlib

open Filter Topology

namespace InexactPreconditionedSCF

noncomputable section

variable {𝕜 E : Type*} [NontriviallyNormedField 𝕜] [NormedAddCommGroup E] [NormedSpace 𝕜 E]
```

The last line sets the stage. `E` is the space of densities, a normed vector space over a field `𝕜`, which may be read as $\mathbb R$ or $\mathbb C$. It may have infinite dimension. The type `E →L[𝕜] E` used below consists of the bounded linear operators on `E`; `*` between two of them is composition, and `‖·‖` is the operator norm.

## One outer step and its rate

```lean
/-- One outer step for `A x = b`: the density `x` is corrected by `z`, where `z` solves the
preconditioner equation `M z = A x - b` up to the relative residual `τ`. -/
def IsInexactStep (M : (E →L[𝕜] E)ˣ) (A : E →L[𝕜] E) (b : E) (τ : ℝ) (x x' : E) : Prop :=
  ∃ z : E, ‖(M : E →L[𝕜] E) z - (A x - b)‖ ≤ τ * ‖A x - b‖ ∧ x' = x - z
```

`IsInexactStep M A b τ x x'` is a statement about two densities: there is a correction $z$ with
$$\|Mz-(Ax-b)\|\le\tau\|Ax-b\|,\qquad x'=x-z .$$
Any inner solver that meets the tolerance is allowed, whatever its algorithm. The superscript in `(E →L[𝕜] E)ˣ` makes $M$ an operator with a bounded two-sided inverse. `(M : E →L[𝕜] E)` is the operator itself and `↑M⁻¹` its inverse.

```lean
/-- The number `q = ‖1 - M⁻¹ A‖ + τ ‖M⁻¹‖ ‖A‖`, called the rate at inner tolerance `τ`. -/
def inexactRate (M : (E →L[𝕜] E)ˣ) (A : E →L[𝕜] E) (τ : ℝ) : ℝ :=
  ‖1 - (↑M⁻¹ : E →L[𝕜] E) * A‖ + τ * ‖(↑M⁻¹ : E →L[𝕜] E)‖ * ‖A‖
```

This defines
$$q=\|1-M^{-1}A\|+\tau\|M^{-1}\|\|A\| .$$
The first term measures how well the preconditioner models $A$, the second what the inexact solve may cost. If the first term is $0.5$ and $\|M^{-1}\|\|A\|=4$, then $q<1$ requires $\tau<0.125$. In the limit $\tau=0$ the inner solve is exact and only the first term remains; if also $M=A$, then $q=0$ and one step reaches the solution.

## How the error changes in one step

```lean
/-- The new error is the error of the exactly preconditioned step minus the preconditioned
residual of the inner solve. -/
theorem error_identity (M : (E →L[𝕜] E)ˣ) (A : E →L[𝕜] E) {b xs : E} (hs : A xs = b)
    (x z : E) :
    x - z - xs = (1 - (↑M⁻¹ : E →L[𝕜] E) * A) (x - xs)
      - (↑M⁻¹ : E →L[𝕜] E) ((M : E →L[𝕜] E) z - (A x - b)) := by
  have hinv : ∀ v, (↑M⁻¹ : E →L[𝕜] E) ((M : E →L[𝕜] E) v) = v :=
    fun v => DFunLike.congr_fun M.inv_mul v
  have h1 : (1 - (↑M⁻¹ : E →L[𝕜] E) * A) (x - xs)
      = (x - xs) - (↑M⁻¹ : E →L[𝕜] E) (A (x - xs)) := rfl
  rw [h1, ← hs]
  simp only [map_sub, hinv]
  abel
```

A Lean theorem lists its hypotheses in brackets, states its conclusion after the colon, and gives the proof after `:=`. Here `hs` says that `xs` solves the equation. The existence of a solution is thus assumed.

Write $e=x-x_s$ for the error and $r=Mz-(Ax-b)$ for the inner residual. Since $b=Ax_s$, we have $Ax-b=Ae$, so $Mz=Ae+r$ and $z=M^{-1}Ae+M^{-1}r$. Therefore
$$x-z-x_s=e-z=(1-M^{-1}A)e-M^{-1}r .$$
In the proof, `hinv` is $M^{-1}Mv=v$ and `h1` writes out the action of $1-M^{-1}A$. After $b$ has been replaced by $Ax_s$, `simp` distributes the operators over differences and `abel` collects the terms.

```lean
/-- One step with inner tolerance `τ` multiplies the error norm by at most the rate `q`. -/
theorem error_step_le (M : (E →L[𝕜] E)ˣ) (A : E →L[𝕜] E) {b xs x x' : E} {τ : ℝ}
    (hs : A xs = b) (hτ : 0 ≤ τ) (h : IsInexactStep M A b τ x x') :
    ‖x' - xs‖ ≤ inexactRate M A τ * ‖x - xs‖ := by
  obtain ⟨z, hz, rfl⟩ := h
  -- the outer residual is controlled by the error
  have hr : ‖A x - b‖ ≤ ‖A‖ * ‖x - xs‖ := by
    rw [← hs, ← map_sub]
    exact A.le_opNorm _
  rw [error_identity M A hs x z]
  calc _ ≤ _ := norm_sub_le _ _
    _ ≤ ‖1 - (↑M⁻¹ : E →L[𝕜] E) * A‖ * ‖x - xs‖
        + ‖(↑M⁻¹ : E →L[𝕜] E)‖ * (τ * (‖A‖ * ‖x - xs‖)) :=
      add_le_add (ContinuousLinearMap.le_opNorm _ _)
        ((ContinuousLinearMap.le_opNorm _ _).trans
          (mul_le_mul_of_nonneg_left (hz.trans (mul_le_mul_of_nonneg_left hr hτ))
            (norm_nonneg _)))
    _ = inexactRate M A τ * ‖x - xs‖ := by
      unfold inexactRate
      ring
```

Let $e'=x'-x_s$ be the new error. The triangle inequality and the definition of the operator norm give
$$\|e'\|\le\|1-M^{-1}A\|\|e\|+\|M^{-1}\|\|r\| .$$
The tolerance bounds the residual by $\|r\|\le\tau\|Ae\|\le\tau\|A\|\|e\|$. Inserting this gives $\|e'\|\le q\|e\|$.

The line `obtain` unpacks the correction $z$ from the hypothesis `h`, and `hr` is the estimate $\|Ax-b\|\le\|A\|\|e\|$. The `calc` block is the chain of inequalities: `norm_sub_le` is the triangle inequality, `le_opNorm` the operator-norm bound, and `ring` gathers the factors into $q$. The condition $q<1$ is not needed yet.

## Many steps

```lean
/-- If the inner tolerance changes from step to step, the error is bounded by the product of
the individual rates. -/
theorem error_le_prod (M : (E →L[𝕜] E)ˣ) (A : E →L[𝕜] E) {b xs : E} {x : ℕ → E} {τ : ℕ → ℝ}
    (hs : A xs = b) (hτ : ∀ k, 0 ≤ τ k)
    (h : ∀ k, IsInexactStep M A b (τ k) (x k) (x (k + 1))) (k : ℕ) :
    ‖x k - xs‖ ≤ (∏ j ∈ Finset.range k, inexactRate M A (τ j)) * ‖x 0 - xs‖ := by
  induction k with
  | zero => simp
  | succ k ih =>
    have hk := hτ k
    have h0 : 0 ≤ inexactRate M A (τ k) := by
      unfold inexactRate
      positivity
    rw [Finset.prod_range_succ]
    calc _ ≤ inexactRate M A (τ k) * ‖x k - xs‖ := error_step_le M A hs hk (h k)
      _ ≤ _ := mul_le_mul_of_nonneg_left ih h0
      _ = _ := by ring
```

Here `x` is a sequence of densities, with `x k` for $x_k$, and the tolerance $\tau_k$ may change at every step, as it does when the inner solver is tightened during a run. With $q_j$ the rate at tolerance $\tau_j$,
$$\|x_k-x_s\|\le\Big(\prod_{j=0}^{k-1}q_j\Big)\|x_0-x_s\| .$$
`Finset.range k` is the set $\{0,\dots,k-1\}$.

The proof is by induction. For $k=0$ the product is empty and equals 1. For the next step, the one-step bound gives $\|x_{k+1}-x_s\|\le q_k\|x_k-x_s\|$, and the induction hypothesis `ih` bounds the last norm. Multiplying `ih` by $q_k$ preserves the inequality because $q_k\ge0$, which is `h0`.

```lean
/-- With a fixed inner tolerance and `q < 1`, the error is at most `q ^ k` times the initial
error, and the densities converge to the solution. -/
theorem inexact_scf_converges (M : (E →L[𝕜] E)ˣ) (A : E →L[𝕜] E) {b xs : E} {x : ℕ → E}
    {τ : ℝ} (hs : A xs = b) (hτ : 0 ≤ τ) (hq : inexactRate M A τ < 1)
    (h : ∀ k, IsInexactStep M A b τ (x k) (x (k + 1))) :
    (∀ k, ‖x k - xs‖ ≤ inexactRate M A τ ^ k * ‖x 0 - xs‖) ∧ Tendsto x atTop (𝓝 xs) := by
  have hb : ∀ k, ‖x k - xs‖ ≤ inexactRate M A τ ^ k * ‖x 0 - xs‖ := fun k => by
    simpa only [Finset.prod_const, Finset.card_range] using
      error_le_prod M A (τ := fun _ => τ) hs (fun _ => hτ) h k
  have h0 : 0 ≤ inexactRate M A τ := by
    unfold inexactRate
    positivity
  have hl : Tendsto (fun k : ℕ => inexactRate M A τ ^ k * ‖x 0 - xs‖) atTop (𝓝 0) := by
    simpa only [zero_mul] using
      (tendsto_pow_atTop_nhds_zero_of_lt_one h0 hq).mul_const ‖x 0 - xs‖
  exact ⟨hb, tendsto_iff_norm_sub_tendsto_zero.2 (squeeze_zero (fun _ => norm_nonneg _) hb hl)⟩
```

With a fixed tolerance all factors are equal, so
$$\|x_k-x_s\|\le q^k\|x_0-x_s\| .$$
If $q<1$, the right-hand side tends to zero and $x_k\to x_s$. The conclusion joins the two statements by `∧`, and `Tendsto x atTop (𝓝 xs)` is Lean's way of writing the limit. In the proof, `hb` is the bound, `hl` the limit of its right-hand side, and `squeeze_zero` traps the error norm between zero and that bound.

For density-functional practice this bears on the choice of inner tolerance in the linearised regime, for simple preconditioned mixing with one fixed $M$. It does not treat the nonlinear SCF map far from the solution, or schemes such as Anderson mixing that combine earlier densities.

## Choosing a tolerance and judging the error

```lean
/-- If `‖1 - M⁻¹ A‖ < 1`, then some strictly positive inner tolerance has rate below one. -/
theorem exists_loose_tolerance (M : (E →L[𝕜] E)ˣ) (A : E →L[𝕜] E)
    (hρ : ‖1 - (↑M⁻¹ : E →L[𝕜] E) * A‖ < 1) : ∃ τ > 0, inexactRate M A τ < 1 := by
  unfold inexactRate
  set ρ := ‖1 - (↑M⁻¹ : E →L[𝕜] E) * A‖
  set c := ‖(↑M⁻¹ : E →L[𝕜] E)‖ * ‖A‖ with hc
  have hc0 : 0 ≤ c := by positivity
  have hτ : 0 < (1 - ρ) / (c + 1) := div_pos (by linarith) (by linarith)
  have hm : (1 - ρ) / (c + 1) * (c + 1) = 1 - ρ := div_mul_cancel₀ _ (by linarith)
  refine ⟨(1 - ρ) / (c + 1), hτ, ?_⟩
  rw [mul_assoc, ← hc]
  linarith
```

Suppose that the iteration with exact inner solves contracts in the chosen norm, $\rho=\|1-M^{-1}A\|<1$. Put $c=\|M^{-1}\|\|A\|$ and choose
$$\tau=\frac{1-\rho}{c+1}>0 .$$
Then $\tau c=1-\rho-\tau$, and so $q=\rho+\tau c=1-\tau<1$. The proof supplies this same $\tau$ in the `refine` line; `hm` is the relation $\tau(c+1)=1-\rho$, from which `linarith` concludes. When $c$ is large, this guarantee calls for a small tolerance. The condition $q<1$ is sufficient, and the iteration may converge with a looser tolerance: for $M=A$ the new outer residual is $A(x-z)-b=-r$, so its norm shrinks by at least the factor $\tau$ in each step, and any fixed $\tau<1$ gives convergence whatever the size of $c$.

```lean
/-- If `‖1 - M⁻¹ A‖ < 1`, the residual `A x - b` of any density bounds its distance from the
solution. -/
theorem error_le_residual (M : (E →L[𝕜] E)ˣ) (A : E →L[𝕜] E) {b xs : E} (hs : A xs = b)
    (hρ : ‖1 - (↑M⁻¹ : E →L[𝕜] E) * A‖ < 1) (x : E) :
    ‖x - xs‖ ≤ ‖(↑M⁻¹ : E →L[𝕜] E)‖ * ‖A x - b‖ / (1 - ‖1 - (↑M⁻¹ : E →L[𝕜] E) * A‖) := by
  -- the error identity with no correction at all
  have h := error_identity M A hs x 0
  rw [sub_zero, map_zero, zero_sub] at h
  have h1 := (congrArg norm h).le.trans (norm_sub_le _ _)
  have h2 := (1 - (↑M⁻¹ : E →L[𝕜] E) * A).le_opNorm (x - xs)
  have h3 := (↑M⁻¹ : E →L[𝕜] E).le_opNorm (-(A x - b))
  rw [norm_neg (A x - b)] at h3
  rw [le_div_iff₀ (by linarith)]
  linarith
```

The true error is unknown during a run, but the residual $Ax-b$ can be computed. Setting $z=0$ in the error identity gives $e=(1-M^{-1}A)e+M^{-1}(Ax-b)$, hence
$$\|e\|\le\rho\|e\|+\|M^{-1}\|\|Ax-b\| ,\qquad \|e\|\le\frac{\|M^{-1}\|\|Ax-b\|}{1-\rho} .$$
In Lean, `h` is the identity at $z=0$, while `h1`, `h2` and `h3` are the triangle inequality and the two operator-norm bounds. `le_div_iff₀` multiplies by the positive denominator, and `linarith` combines the rest. The bound holds for any density $x$, however it was produced.

## A run that attains the bound

```lean
/-- For `M = 1` and `A = a • 1` with `0 ≤ a ≤ 1`, an explicit run with tolerance `τ` attains
the geometric error bound with equality at every step. -/
theorem rate_attained {F : Type*} [NormedAddCommGroup F] [NormedSpace ℝ F] [Nontrivial F]
    {a τ : ℝ} (ha : 0 ≤ a) (ha1 : a ≤ 1) (hτ : 0 ≤ τ) (x₀ : F) (k : ℕ) :
    IsInexactStep (1 : (F →L[ℝ] F)ˣ) (a • (1 : F →L[ℝ] F)) 0 τ
        ((1 - a + τ * a) ^ k • x₀) ((1 - a + τ * a) ^ (k + 1) • x₀) ∧
      ‖(1 - a + τ * a) ^ k • x₀‖
        = inexactRate (1 : (F →L[ℝ] F)ˣ) (a • (1 : F →L[ℝ] F)) τ ^ k * ‖x₀‖ := by
  constructor
  · refine ⟨(a - τ * a) • ((1 - a + τ * a) ^ k • x₀), le_of_eq ?_, ?_⟩
    · generalize (1 - a + τ * a) ^ k • x₀ = y
      change ‖(a - τ * a) • y - (a • y - 0)‖ = τ * ‖a • y - 0‖
      have h : (a - τ * a) • y - (a • y - 0) = -(τ • (a • y - 0)) := by module
      rw [h, norm_neg, norm_smul, Real.norm_of_nonneg hτ]
    · rw [pow_succ]
      module
  · have h1 : (1 : F →L[ℝ] F) - a • (1 : F →L[ℝ] F) = (1 - a) • (1 : F →L[ℝ] F) := by module
    have hr : inexactRate (1 : (F →L[ℝ] F)ˣ) (a • (1 : F →L[ℝ] F)) τ = 1 - a + τ * a := by
      unfold inexactRate
      rw [inv_one, Units.val_one, one_mul, h1, norm_smul, norm_smul, norm_one,
        Real.norm_of_nonneg ha, Real.norm_of_nonneg (sub_nonneg.2 ha1)]
      ring
    have hg : 0 ≤ 1 - a + τ * a := add_nonneg (sub_nonneg.2 ha1) (mul_nonneg hτ ha)
    rw [hr, norm_smul, Real.norm_of_nonneg (pow_nonneg hg k)]
```

Take $M=1$, $A=a\cdot1$ with $0\le a\le1$, and $b=0$, so that $x_s=0$ is a solution. On a real space with a nonzero vector, which is what `Nontrivial F` demands, $\|1\|=1$ and $q=1-a+\tau a$. Let $x_k=q^kx_0$ and choose $z=(a-\tau a)x_k$. Then
$$Mz-Ax_k=-\tau a\,x_k,\qquad x_k-z=(1-a+\tau a)x_k=x_{k+1} .$$
The inner residual uses up the tolerance exactly, the step is admissible, and $\|x_k\|=q^k\|x_0\|$. For these operators no smaller rate would be valid for every admissible run.

The first half of the proof supplies this $z$ and lets `module` check the vector identities. The second half computes the rate, in `hr`, and takes the norm.

The same run shows what fails without $q<1$. Set $\tau=1$: then $q=1$ and $z=0$, so the inner solver may return nothing at all and still meet its tolerance. Every $x_k$ equals $x_0$, and a nonzero initial error never shrinks.

## The matrix statement

```lean
/-- A real square matrix as an operator on Euclidean space. -/
abbrev op {n : Type*} [Fintype n] [DecidableEq n] (B : Matrix n n ℝ) :
    EuclideanSpace ℝ n →L[ℝ] EuclideanSpace ℝ n :=
  Matrix.toEuclideanCLM (n := n) (𝕜 := ℝ) B
```

`op B` turns a real square matrix $B$ into an operator on `EuclideanSpace ℝ n`, the space of real vectors with the usual Euclidean length. Unless `n` is empty, its norm is therefore the largest factor by which $B$ stretches a nonzero vector, that is, its largest singular value. The index type `n` labels the basis functions or grid points.

```lean
/-- Matrix form: errors updated by `e (k+1) = e k - z k`, with `M z = A e` solved to relative
residual `τ`, decay at least as fast as `q ^ k` in the Euclidean norm when `q < 1`, and
tend to zero. -/
theorem matrix_error_decay {n : Type*} [Fintype n] [DecidableEq n] (M A : Matrix n n ℝ)
    (hM : IsUnit M.det) {τ q : ℝ} (hτ : 0 ≤ τ)
    (hq : q = ‖op (n := n) (1 - M⁻¹ * A)‖ + τ * ‖op (n := n) M⁻¹‖ * ‖op (n := n) A‖)
    (hq1 : q < 1)
    (e z : ℕ → EuclideanSpace ℝ n) (he : ∀ k, e (k + 1) = e k - z k)
    (hz : ∀ k, ‖op M (z k) - op A (e k)‖ ≤ τ * ‖op A (e k)‖) :
    (∀ k, ‖e k‖ ≤ q ^ k * ‖e 0‖) ∧ Tendsto e atTop (𝓝 0) := by
  -- the invertible matrix gives an invertible operator
  let U : (EuclideanSpace ℝ n →L[ℝ] EuclideanSpace ℝ n)ˣ :=
    ⟨op (n := n) M, op (n := n) M⁻¹,
      (map_mul (Matrix.toEuclideanCLM (n := n) (𝕜 := ℝ)) M M⁻¹).symm.trans
        (by rw [Matrix.mul_nonsing_inv _ hM, map_one]),
      (map_mul (Matrix.toEuclideanCLM (n := n) (𝕜 := ℝ)) M⁻¹ M).symm.trans
        (by rw [Matrix.nonsing_inv_mul _ hM, map_one])⟩
  have h1 : op (n := n) (1 - M⁻¹ * A) = 1 - op (n := n) M⁻¹ * op (n := n) A := by
    simp only [op, map_sub, map_one, map_mul]
  have hr : inexactRate U (op A) τ = q := by
    rw [hq, h1]
    rfl
  have hstep : ∀ k, IsInexactStep U (op A) 0 τ (e k) (e (k + 1)) := fun k =>
    ⟨z k, by rw [sub_zero]; exact hz k, he k⟩
  have h := inexact_scf_converges U (op A) (map_zero (op A)) hτ (hr.trans_lt hq1) hstep
  simpa only [hr, sub_zero] using h

end

end InexactPreconditionedSCF
```

This is the result for a finite basis or grid, written directly for the errors $e_k$. The hypothesis `hM` says that $\det M$ is invertible, so $M$ is an invertible matrix; `hq` fixes $q$ by the same formula as before, and `he` and `hz` state
$$e_{k+1}=e_k-z_k,\qquad \|Mz_k-Ae_k\|\le\tau\|Ae_k\| .$$
If $\tau\ge0$ and $q<1$, then $\|e_k\|\le q^k\|e_0\|$ for every $k$, and $e_k\to0$.

Invertibility of $A$ is not a hypothesis, because $q<1$ already implies it. If $Ae=0$, then $e=(1-M^{-1}A)e$, so $\|e\|\le\rho\|e\|$ with $\rho\le q<1$, which forces $e=0$; a square matrix with this property is invertible.

The proof reduces the matrix case to the operator theorem. `U` packages $M$ and $M^{-1}$ as an invertible operator, with the two products $MM^{-1}=1$ and $M^{-1}M=1$ as evidence. `h1` and `hr` show that the operator rate equals the matrix expression for $q$. `hstep` recognises each update as an inexact step with $b=0$, and `inexact_scf_converges` with $x_s=0$ then gives both conclusions.

```lean
#print axioms InexactPreconditionedSCF.inexact_scf_converges
#print axioms InexactPreconditionedSCF.error_le_residual
#print axioms InexactPreconditionedSCF.rate_attained
#print axioms InexactPreconditionedSCF.matrix_error_decay
```

```
'InexactPreconditionedSCF.inexact_scf_converges' depends on axioms: [propext, Classical.choice, Quot.sound]
'InexactPreconditionedSCF.error_le_residual' depends on axioms: [propext, Classical.choice, Quot.sound]
'InexactPreconditionedSCF.rate_attained' depends on axioms: [propext, Classical.choice, Quot.sound]
'InexactPreconditionedSCF.matrix_error_decay' depends on axioms: [propext, Classical.choice, Quot.sound]
```
